# The product rule for formal power series of operators in a coupling constant

Two operator quantities are expanded in powers of a coupling `g`, and the theorem says that the derivative of their product is the derivative of the first times the second, plus the first times the derivative of the second. The coefficients lie in a ring that is an algebra over the rationals and need not commute, so the order of the factors matters. The series are formal: no convergence is assumed, no Hamiltonian is fixed, and `g` commutes with every coefficient. The attempt compares coefficients of `g ^ n` and splits the factor `n + 1` between the two indices of each term of the product. This gives two sums, one weighted by the first index and one by the second, and from each the attempt drops the single term whose weight is zero.

This version doesn't compile in Lean 4 with Mathlib:

```lean
import Mathlib

open PowerSeries

noncomputable section

namespace LangFirsov

variable {A : Type*} [Ring A] [Algebra ℚ A]

/-- The formal derivative with respect to the coupling `g`. -/
def gDeriv (f : PowerSeries A) : PowerSeries A :=
  PowerSeries.mk fun n => ((n + 1 : ℕ) : ℚ) • coeff (n + 1) f

/-- The Leibniz rule in `g`, with the order of the operators kept. -/
theorem gDeriv_mul (f h : PowerSeries A) :
    gDeriv (f * h) = gDeriv f * h + f * gDeriv h := by
  ext n
  have split : ((n + 1 : ℕ) : ℚ) •
      ∑ p ∈ Finset.antidiagonal (n + 1), coeff p.1 f * coeff p.2 h =
      ∑ p ∈ Finset.antidiagonal (n + 1), ((p.1 : ℚ) • coeff p.1 f) * coeff p.2 h +
      ∑ p ∈ Finset.antidiagonal (n + 1), coeff p.1 f * ((p.2 : ℚ) • coeff p.2 h) := by
    rw [Finset.smul_sum, ← Finset.sum_add_distrib]
    refine Finset.sum_congr rfl fun p hp => ?_
    rw [← Finset.mem_antidiagonal.mp hp, Nat.cast_add, add_smul, smul_mul_assoc,
      mul_smul_comm]
  rw [map_add]
  simp only [gDeriv, coeff_mul, coeff_mk]
  rw [split, Finset.Nat.sum_antidiagonal_succ, Finset.Nat.sum_antidiagonal_succ']
  simp only [Nat.cast_zero, zero_smul, zero_mul, mul_zero, zero_add]

end LangFirsov
```

The error:

```
Main.lean:20:8: error: Application type mismatch: The argument
  Finset.antidiagonal ?m.59
has type
  Set.IsPWO ?m.52 → ?m.47 → Finset (?m.47 × ?m.47)
but is expected to have type
  Finset ?m.43
in the application
  Finset.sum (Finset.antidiagonal ?m.59)
Main.lean:21:8: error: Application type mismatch: The argument
  Finset.antidiagonal ?m.91
has type
  Set.IsPWO ?m.84 → ?m.79 → Finset (?m.79 × ?m.79)
but is expected to have type
  Finset ?m.75
in the application
  Finset.sum (Finset.antidiagonal ?m.91)
Main.lean:22:8: error: Application type mismatch: The argument
  Finset.antidiagonal ?m.129
has type
  Set.IsPWO ?m.122 → ?m.117 → Finset (?m.117 × ?m.117)
but is expected to have type
  Finset ?m.113
in the application
  Finset.sum (Finset.antidiagonal ?m.129)
Main.lean:20:47: error: Invalid projection: Type of
  p
is not known; cannot resolve projection `1`
Main.lean:20:61: error: Invalid projection: Type of
  p
is not known; cannot resolve projection `2`
Main.lean:21:43: error: Invalid projection: Type of
  p
is not known; cannot resolve projection `1`
Main.lean:21:60: error: Invalid projection: Type of
  p
is not known; cannot resolve projection `1`
Main.lean:21:75: error: Invalid projection: Type of
  p
is not known; cannot resolve projection `2`
Main.lean:22:47: error: Invalid projection: Type of
  p
is not known; cannot resolve projection `1`
Main.lean:22:57: error: Invalid projection: Type of
  p
is not known; cannot resolve projection `2`
Main.lean:22:74: error: Invalid projection: Type of
  p
is not known; cannot resolve projection `2`
Main.lean:22:33: error: Type mismatch
  n + 1
has type
  ℕ
of sort `Type` but is expected to have type
  Set.IsPWO ?m.121
of sort `Prop`
```

Diagnosis. The name `Finset.antidiagonal` is here read as a function that wants two proofs of `Set.IsPWO` and then an element. The last message shows `n + 1` landing where the first proof should go. With only that one argument the expression is still a function, not a `Finset`, so the sums are rejected. The type of `p` then stays unknown, which is why `p.1` and `p.2` fail too.

The repair writes `Finset.HasAntidiagonal.antidiagonal`, which takes `n + 1` and gives the finite set of pairs of naturals with that sum. This cures all the messages. The membership lemma is changed to `Finset.HasAntidiagonal.mem_antidiagonal`, which belongs to this set and gives `p.1 + p.2 = n + 1`; no message concerns the old lemma name, so whether it would have failed is not shown. The new line breaks are mere tidying.

The mended proof, as a diff:

```diff
@@ -18,11 +18,13 @@
   ext n
   have split : ((n + 1 : ℕ) : ℚ) •
-      ∑ p ∈ Finset.antidiagonal (n + 1), coeff p.1 f * coeff p.2 h =
-      ∑ p ∈ Finset.antidiagonal (n + 1), ((p.1 : ℚ) • coeff p.1 f) * coeff p.2 h +
-      ∑ p ∈ Finset.antidiagonal (n + 1), coeff p.1 f * ((p.2 : ℚ) • coeff p.2 h) := by
+      ∑ p ∈ Finset.HasAntidiagonal.antidiagonal (n + 1), coeff p.1 f * coeff p.2 h =
+      ∑ p ∈ Finset.HasAntidiagonal.antidiagonal (n + 1),
+        ((p.1 : ℚ) • coeff p.1 f) * coeff p.2 h +
+      ∑ p ∈ Finset.HasAntidiagonal.antidiagonal (n + 1),
+        coeff p.1 f * ((p.2 : ℚ) • coeff p.2 h) := by
     rw [Finset.smul_sum, ← Finset.sum_add_distrib]
     refine Finset.sum_congr rfl fun p hp => ?_
-    rw [← Finset.mem_antidiagonal.mp hp, Nat.cast_add, add_smul, smul_mul_assoc,
-      mul_smul_comm]
+    rw [← Finset.HasAntidiagonal.mem_antidiagonal.mp hp, Nat.cast_add, add_smul,
+      smul_mul_assoc, mul_smul_comm]
   rw [map_add]
   simp only [gDeriv, coeff_mul, coeff_mk]
```
